# A bound on the curvature difference of two quadratic energy curves from their root-mean-square difference

Let $E_A(V)$ and $E_B(V)$ be two energy curves for the same system, for instance the energy of a crystal against its volume $V$ from two electronic-structure codes, after any constant offset between their energy zeros has been removed. The disagreement of the curves on a window $[c-w,\,c+w]$, with centre $c$ and half-width $w>0$, is summarised by the root-mean-square difference

$$\Delta=\sqrt{\frac{1}{2w}\int_{c-w}^{c+w}\bigl(E_A(V)-E_B(V)\bigr)^2\,dV}.$$

How far apart can the second derivatives be when $\Delta$ is known? For a crystal, the second derivative times the volume, taken at equilibrium, is the bulk modulus.

Both curves are taken to be exactly quadratic, $E_i(V)=e_i+g_iV+\tfrac12k_iV^2$ for $i=A,B$, with arbitrary real coefficients. Here $g_i$ is the slope at $V=0$, not at the window centre, and $k_i$ is the second derivative. Then

$$|k_A-k_B|\le\frac{3\sqrt5\,\Delta}{w^2},$$

with equality exactly when $E_A-E_B$ is a multiple of $(V-c)^2-w^2/3$.

## Δ² as a sum of three squares

Put $x=V-c$ and expand the difference about the centre:

$$E_A-E_B=a+bx+\tfrac{\kappa}{2}x^2,$$

where $a=E_A(c)-E_B(c)$, $b=E_A'(c)-E_B'(c)$ and $\kappa=k_A-k_B$. The square is

$$a^2+2abx+(b^2+a\kappa)x^2+b\kappa x^3+\tfrac{\kappa^2}{4}x^4 .$$

Odd powers integrate to zero over $[-w,w]$. Dividing the rest by $2w$ gives

$$\Delta^2=a^2+\frac{(b^2+a\kappa)w^2}{3}+\frac{\kappa^2w^4}{20}.$$

Now complete the square in $a$. Since $\tfrac1{20}-\tfrac1{36}=\tfrac1{45}$,

$$\Delta^2=\Bigl(a+\frac{\kappa w^2}{6}\Bigr)^2+\frac{b^2w^2}{3}+\frac{\kappa^2w^4}{45}.$$

Dropping the first two squares leaves $\kappa^2w^4\le45\Delta^2$, and the square root is the bound. Equality holds exactly when both dropped squares vanish, that is, when $b=0$ and $a=-\kappa w^2/6$. The difference is then $\tfrac{\kappa}{2}(x^2-w^2/3)$. Conversely, if the difference is $m(x^2-w^2/3)$ for some real $m$, comparing coefficients gives $\kappa=2m$, $b=0$ and $a=-mw^2/3=-\kappa w^2/6$, so both squares vanish. The case $m=0$ is that of identical curves.

## Slope and energy at the window centre

The same decomposition limits the other two coefficients. Keeping only the middle square gives $|b|\le\sqrt3\,\Delta/w$. For $a$, complete the square in $\kappa$ instead:

$$\Delta^2=\frac{4a^2}{9}+\frac59\Bigl(a+\frac{3\kappa w^2}{10}\Bigr)^2+\frac{b^2w^2}{3},$$

so $|a|\le\tfrac32\Delta$.

## The curves and Δ in Lean

```lean
import Mathlib

open MeasureTheory

namespace CurvatureErrorFromDelta

noncomputable section
```

A curve is stored as its three coefficients. Nothing requires $k>0$ or a minimum inside the window, and $V$ ranges over all real numbers.

```lean
/-- A quadratic energy curve `e + g V + k V² / 2`, given by its three real coefficients. -/
structure QuadraticCurve where
  e : ℝ
  g : ℝ
  k : ℝ

namespace QuadraticCurve

/-- The energy of the curve at the coordinate `V`. -/
def energy (A : QuadraticCurve) (V : ℝ) : ℝ := A.e + A.g * V + A.k / 2 * V ^ 2

/-- The slope `g + k V` of the curve at the coordinate `V`. -/
def slope (A : QuadraticCurve) (V : ℝ) : ℝ := A.g + A.k * V

end QuadraticCurve

open QuadraticCurve
```

The function `rmsDiff` accepts any two real functions, here called `f` and `h`, and is their $\Delta$ when $w>0$ and the squared difference is integrable on the window, as it is for quadratic curves. It compares the curves as given, without first shifting their minima to the same energy. A vertical shift changes only the coefficients `e`, so the curvature and slope bounds hold with the $\Delta$ of either the original or the shifted curves. In the bound on the centre energies, the energies and $\Delta$ must belong to the same pair of curves.

```lean
/-- The root-mean-square difference Delta of two energy curves on the window `[c - w, c + w]`, for
`w > 0` and a squared difference that is integrable there. -/
def rmsDiff (f h : ℝ → ℝ) (c w : ℝ) : ℝ :=
  √((∫ V in (c - w)..(c + w), (f V - h V) ^ 2) / (2 * w))
```

Two theorems confirm that the names mean what they say: `slope` is the derivative of `energy`, and `k` is the derivative of `slope`. Both follow from the rules for sums, powers and constant multiples.

```lean
/-- The first derivative of the energy is the slope. -/
theorem hasDerivAt_energy (A : QuadraticCurve) (V : ℝ) :
    HasDerivAt A.energy (A.slope V) V := by
  have h := (((hasDerivAt_id' V).const_mul A.g).const_add A.e).fun_add
    (((hasDerivAt_id' V).fun_pow 2).const_mul (A.k / 2))
  refine h.congr_deriv ?_
  simp only [QuadraticCurve.slope, Nat.reduceSub, Nat.cast_ofNat]
  ring

/-- The derivative of the slope, that is the second derivative of the energy, is `k`. -/
theorem hasDerivAt_slope (A : QuadraticCurve) (V : ℝ) :
    HasDerivAt A.slope A.k V :=
  (((hasDerivAt_id' V).const_mul A.k).const_add A.g).congr_deriv (by ring)
```

## The expansion and the integral

The expansion about $c$ is a polynomial identity, which `ring` checks once the definitions are unfolded.

```lean
/-- The difference of two quadratic curves, expanded about the window centre `c`. -/
theorem energy_sub (A B : QuadraticCurve) (c V : ℝ) :
    A.energy V - B.energy V = (A.energy c - B.energy c)
      + (A.slope c - B.slope c) * (V - c) + (A.k - B.k) / 2 * (V - c) ^ 2 := by
  simp only [QuadraticCurve.energy, QuadraticCurve.slope]
  ring
```

The next theorem uses the letters $a$, $b$, $\kappa$ of the derivation. It supplies an antiderivative in powers of $V-c$, checks its derivative in `hd`, and applies the fundamental theorem of calculus. The final `ring` evaluates the endpoints and completes the square at the same time.

```lean
/-- The integral of a squared parabola over a window centred at `c`, written as `2 w` times a sum of
squares. -/
theorem integral_sq_parabola (a b κ c w : ℝ) :
    ∫ V in (c - w)..(c + w), (a + b * (V - c) + κ / 2 * (V - c) ^ 2) ^ 2
      = 2 * w * ((a + κ * w ^ 2 / 6) ^ 2 + b ^ 2 * w ^ 2 / 3 + κ ^ 2 * w ^ 4 / 45) := by
  -- an explicit antiderivative in powers of `V - c`
  have hd : ∀ V : ℝ, HasDerivAt (fun V : ℝ => a ^ 2 * (V - c) + a * b * (V - c) ^ 2
      + (b ^ 2 + a * κ) / 3 * (V - c) ^ 3 + b * κ / 4 * (V - c) ^ 4
      + κ ^ 2 / 20 * (V - c) ^ 5)
      ((a + b * (V - c) + κ / 2 * (V - c) ^ 2) ^ 2) V := by
    intro V
    have h : HasDerivAt (fun V : ℝ => V - c) 1 V := (hasDerivAt_id' V).sub_const c
    refine (((((h.const_mul (a ^ 2)).fun_add ((h.fun_pow 2).const_mul (a * b))).fun_add
      ((h.fun_pow 3).const_mul ((b ^ 2 + a * κ) / 3))).fun_add
      ((h.fun_pow 4).const_mul (b * κ / 4))).fun_add
      ((h.fun_pow 5).const_mul (κ ^ 2 / 20))).congr_deriv ?_
    simp only [Nat.reduceSub, Nat.cast_ofNat]
    ring
  have hc : Continuous (fun V : ℝ => (a + b * (V - c) + κ / 2 * (V - c) ^ 2) ^ 2) := by
    fun_prop
  rw [intervalIntegral.integral_eq_sub_of_hasDerivAt (fun V _ => hd V)
    (hc.intervalIntegrable _ _)]
  ring
```

Substituting the actual differences for $a$, $b$, $\kappa$ and cancelling $2w$ gives the formula for $\Delta^2$. The square undoes the square root because the quantity under it is a sum of non-negative terms.

```lean
/-- For `w > 0`, the squared Delta of two quadratic curves is a sum of three squares, the last
of which contains only the curvature difference. -/
theorem rmsDiff_sq (A B : QuadraticCurve) (c : ℝ) {w : ℝ} (hw : 0 < w) :
    rmsDiff A.energy B.energy c w ^ 2
      = (A.energy c - B.energy c + (A.k - B.k) * w ^ 2 / 6) ^ 2
        + (A.slope c - B.slope c) ^ 2 * w ^ 2 / 3 + (A.k - B.k) ^ 2 * w ^ 4 / 45 := by
  have hfun : (fun V => (A.energy V - B.energy V) ^ 2) = fun V =>
      ((A.energy c - B.energy c) + (A.slope c - B.slope c) * (V - c)
        + (A.k - B.k) / 2 * (V - c) ^ 2) ^ 2 :=
    funext fun V => by rw [energy_sub A B c V]
  have h2w : 2 * w ≠ 0 := by positivity
  rw [rmsDiff, hfun, integral_sq_parabola, mul_div_cancel_left₀ _ h2w]
  exact Real.sq_sqrt (by positivity)
```

## The curvature bound and its equality case

The theorem `curvature_error` states, for any two quadratic curves, any centre and any $w>0$, the inequality together with the equivalence for equality. The multiple is a real number `m`, and the form of the difference is required at every `V`.

The proof multiplies by $w^2$ and squares, which is legitimate because both sides are non-negative. With `hL`, `hR` and `hD` the claim becomes $\kappa^2w^4\le45\Delta^2$ with $\Delta^2$ written out, and `nlinarith` closes it from the non-negativity of the two dropped squares, `hX` and `hS`.

For equality, the same steps give an equation that forces both squares to be zero, and the multiple is $m=\kappa/2$. In the converse, Lean evaluates the assumed form at $c$ and $c\pm w$ where the derivation compared coefficients. Half the difference of the two end values gives $bw=0$, and a combination of all three values gives $a+\kappa w^2/6=0$.

```lean
/-- On a window of half-width `w > 0`, the second derivatives of two quadratic energy curves
differ by at most `3 √5 Delta / w²`, with equality exactly when the difference of the curves is
a multiple of `(V - c)² - w² / 3`. -/
theorem curvature_error (A B : QuadraticCurve) (c : ℝ) {w : ℝ} (hw : 0 < w) :
    |A.k - B.k| ≤ 3 * √5 * rmsDiff A.energy B.energy c w / w ^ 2 ∧
    (|A.k - B.k| = 3 * √5 * rmsDiff A.energy B.energy c w / w ^ 2 ↔
      ∃ m : ℝ, ∀ V, A.energy V - B.energy V = m * ((V - c) ^ 2 - w ^ 2 / 3)) := by
  have hD := rmsDiff_sq A B c hw
  have hD0 : 0 ≤ rmsDiff A.energy B.energy c w := Real.sqrt_nonneg _
  have hs : √(5 : ℝ) ^ 2 = 5 := Real.sq_sqrt (by norm_num)
  have hw2 : 0 < w ^ 2 := by positivity
  have hL0 : 0 ≤ |A.k - B.k| * w ^ 2 := by positivity
  have hR0 : 0 ≤ 3 * √5 * rmsDiff A.energy B.energy c w := mul_nonneg (by positivity) hD0
  have hL : (|A.k - B.k| * w ^ 2) ^ 2 = (A.k - B.k) ^ 2 * w ^ 4 := by
    rw [mul_pow, sq_abs]; ring
  have hR : (3 * √5 * rmsDiff A.energy B.energy c w) ^ 2
      = 45 * rmsDiff A.energy B.energy c w ^ 2 := by
    rw [mul_pow, mul_pow, hs]; ring
  have hX := sq_nonneg (A.energy c - B.energy c + (A.k - B.k) * w ^ 2 / 6)
  have hS := sq_nonneg ((A.slope c - B.slope c) * w)
  constructor
  · -- drop the two squares that do not contain the curvature alone
    rw [le_div_iff₀ hw2, ← sq_le_sq₀ hL0 hR0, hL, hR, hD]
    nlinarith
  · rw [eq_div_iff hw2.ne', ← sq_eq_sq₀ hL0 hR0, hL, hR, hD]
    constructor
    · -- equality forces both dropped squares to vanish
      intro h
      have hX0 : A.energy c - B.energy c + (A.k - B.k) * w ^ 2 / 6 = 0 :=
        (pow_eq_zero_iff two_ne_zero).mp (by nlinarith)
      have hSw : (A.slope c - B.slope c) * w = 0 :=
        (pow_eq_zero_iff two_ne_zero).mp (by nlinarith)
      have hS0 := (mul_eq_zero.mp hSw).resolve_right hw.ne'
      refine ⟨(A.k - B.k) / 2, fun V => ?_⟩
      rw [energy_sub A B c V, hS0]
      linear_combination hX0
    · -- compare the two parabolas at the centre and at both ends of the window
      rintro ⟨m, hm⟩
      have h0 := hm c
      have hp := hm (c + w)
      have hn := hm (c - w)
      rw [energy_sub A B c (c + w)] at hp
      rw [energy_sub A B c (c - w)] at hn
      have hSw : (A.slope c - B.slope c) * w = 0 := by
        linear_combination (hp - hn) / 2
      have hX0 : A.energy c - B.energy c + (A.k - B.k) * w ^ 2 / 6 = 0 := by
        linear_combination (hp + hn) / 6 + 2 / 3 * h0
      linear_combination
        (-45 * (A.energy c - B.energy c + (A.k - B.k) * w ^ 2 / 6)) * hX0
          - 15 * ((A.slope c - B.slope c) * w) * hSw
```

## The two bounds at the centre

Both proofs square the inequality and insert the formula for $\Delta^2$. The hints passed to `nlinarith` are the squares to be discarded; in the second proof they include $(a+3\kappa w^2/10)^2$ from the alternative completion above.

```lean
/-- On a window of half-width `w > 0`, the slopes of two quadratic energy curves at the window
centre differ by at most `√3 Delta / w`. -/
theorem slope_error (A B : QuadraticCurve) (c : ℝ) {w : ℝ} (hw : 0 < w) :
    |A.slope c - B.slope c| ≤ √3 * rmsDiff A.energy B.energy c w / w := by
  have hD0 : 0 ≤ rmsDiff A.energy B.energy c w := Real.sqrt_nonneg _
  have hs : √(3 : ℝ) ^ 2 = 3 := Real.sq_sqrt (by norm_num)
  have hk : 0 ≤ (A.k - B.k) ^ 2 * w ^ 4 := by positivity
  rw [le_div_iff₀ hw, ← sq_le_sq₀ (by positivity) (mul_nonneg (by positivity) hD0),
    mul_pow, mul_pow, sq_abs, hs, rmsDiff_sq A B c hw]
  nlinarith [sq_nonneg (A.energy c - B.energy c + (A.k - B.k) * w ^ 2 / 6)]

/-- On a window of half-width `w > 0`, the energies of two quadratic curves at the window
centre differ by at most `3 Delta / 2`. -/
theorem centre_energy_error (A B : QuadraticCurve) (c : ℝ) {w : ℝ} (hw : 0 < w) :
    |A.energy c - B.energy c| ≤ 3 / 2 * rmsDiff A.energy B.energy c w := by
  have hD0 : 0 ≤ rmsDiff A.energy B.energy c w := Real.sqrt_nonneg _
  rw [← sq_le_sq₀ (abs_nonneg _) (mul_nonneg (by norm_num) hD0), mul_pow, sq_abs,
    rmsDiff_sq A B c hw]
  -- complete the square in the curvature difference
  nlinarith [sq_nonneg (A.energy c - B.energy c + 3 * (A.k - B.k) * w ^ 2 / 10),
    sq_nonneg ((A.slope c - B.slope c) * w)]

end

end CurvatureErrorFromDelta
```

```lean
#print axioms CurvatureErrorFromDelta.hasDerivAt_slope
#print axioms CurvatureErrorFromDelta.curvature_error
#print axioms CurvatureErrorFromDelta.slope_error
#print axioms CurvatureErrorFromDelta.centre_energy_error
```

```
'CurvatureErrorFromDelta.hasDerivAt_slope' depends on axioms: [propext, Classical.choice, Quot.sound]
'CurvatureErrorFromDelta.curvature_error' depends on axioms: [propext, Classical.choice, Quot.sound]
'CurvatureErrorFromDelta.slope_error' depends on axioms: [propext, Classical.choice, Quot.sound]
'CurvatureErrorFromDelta.centre_energy_error' depends on axioms: [propext, Classical.choice, Quot.sound]
```

## Use with computed energy curves

When two codes are compared through their energy–volume curves, the bound turns a value of $\Delta$ into a limit on the disagreement in curvature, provided that both curves are quadratic on the window. At fixed $\Delta$, halving $w$ makes this limit four times larger. A difference in bulk modulus depends also on the two equilibrium volumes, which need not be equal. The step left to the user is the replacement of a real, anharmonic energy curve by a parabola: the theorem is stated for the $\Delta$ of the two parabolas, and the error of that replacement has to be estimated separately.
